# The raw mean-square separation of a pair on a ring of three or more sites can depend on the origin

In a periodic cell, a position is fixed only up to whole cell lengths. One way to compute the mean-square separation of two electrons is to choose a number for each position and to square the difference. Here the cell is a ring of n sites, the type `ZMod n`, and each site x carries its label val(x), one of 0, 1, …, n−1, written `x.val` in Lean. This is the lattice form of coordinates wrapped back into the cell.

The labels have a seam between n−1 and 0. Two neighbours on either side of it are one step apart on the ring, but their labels differ by n−1. When n ≥ 3, moving a neighbouring pair until it straddles the seam therefore changes its raw squared separation, although the two are still one step apart on the ring. In this sense the raw value depends on where the labelling starts.

The mean-square separation is the second moment of the intracule, the distribution of the distance between two electrons. For a finite one-dimensional ring, the result shows that this moment, computed from wrapped coordinates, can change when the whole system is shifted.

```lean
import Mathlib

open Real Filter Topology

namespace RingIntracule

noncomputable section
```

## Two measures of separation

The raw measure takes the labels at face value:

raw(x, y) = (val(x) − val(y))²

```lean
/-- The raw squared separation of two sites: the squared difference of their labels. -/
def rawSq {n : ℕ} (x y : ZMod n) : ℝ := ((x.val : ℝ) - y.val) ^ 2
```

The periodic measure places the sites evenly on a circle and uses the angle between them:

per(x, y) = 1 − cos(2π(val(x) − val(y))/n)

Despite its name, `periodicSq` is not itself the square of a distance in lattice units. Multiplied by n²/(2π²), it is the squared chord between the two sites on a circle of circumference n. It is one possible choice; the minimum-image distance is also translation invariant.

```lean
/-- The periodic separation `1 - cos (2π(x - y)/n)` of two sites on a ring of `n ≠ 0` sites. -/
def periodicSq {n : ℕ} (x y : ZMod n) : ℝ :=
  1 - Real.cos (2 * π * ((x.val : ℝ) - y.val) / n)
```

## Pair densities and their translation

A pair density P gives a real weight P(x, y) to each ordered pair of sites. The mean of a pair function f is

⟨f⟩ = Σ P(x, y) f(x, y), summed over all sites x and y.

The weights need not be non-negative or add up to 1, and `pairMean` does not divide by their total. For a density with another non-zero total, the usual mean is this sum divided by that total. The assumption `[NeZero n]` says that n is not zero, so the ring is a finite set of sites.

```lean
/-- The sum of a pair function `f` weighted by the pair density `P`. It is the mean of `f` when the
weights add up to 1. -/
def pairMean {n : ℕ} [NeZero n] (P f : ZMod n → ZMod n → ℝ) : ℝ :=
  ∑ x, ∑ y, P x y * f x y
```

Moving both particles by a sites gives a new density, whose weight at (x, y) is the old weight one shift back:

P′(x, y) = P(x − a, y − a)

The subtraction is that of the ring, so it wraps around.

```lean
/-- The pair density after both particles are moved by `a` sites. -/
def translate {n : ℕ} (a : ZMod n) (P : ZMod n → ZMod n → ℝ) : ZMod n → ZMod n → ℝ :=
  fun x y => P (x - a) (y - a)
```

The simplest density has the first particle at u and the second at v, with weight 1 there and 0 elsewhere. Its total is 1, so its means need no normalisation. The particles are distinguished, but both measures are symmetric in x and y, so sharing the weight equally between (u, v) and (v, u) would give the same values.

```lean
/-- The pair density with the first particle at site `u` and the second at site `v`. -/
def pairAt {n : ℕ} (u v : ZMod n) : ZMod n → ZMod n → ℝ :=
  fun x y => if x = u ∧ y = v then 1 else 0
```

## Why the cosine does not see the seam

Adding a to the site x adds the labels and removes any complete turn. Division with remainder gives

val(x) + val(a) = n·k + val(x + a),

and hence, for some integer k,

val(x + a) = val(x) + val(a) − n·k.

In Lean the quotient is first found as a natural number q, and the equation is then carried over to the real numbers.

```lean
/-- Translating a site adds the shift to its label, up to an integer number of turns
around the ring. -/
theorem label_translate {n : ℕ} [NeZero n] (x a : ZMod n) :
    ∃ k : ℤ, ((x + a).val : ℝ) = x.val + a.val - n * k := by
  obtain ⟨q, hq⟩ : ∃ q : ℕ, n * q + (x + a).val = x.val + a.val :=
    ⟨(x.val + a.val) / n, by rw [ZMod.val_add]; exact Nat.div_add_mod _ _⟩
  have hq' : (n : ℝ) * q + ((x + a).val : ℝ) = x.val + a.val := by exact_mod_cast hq
  exact ⟨q, by push_cast; linarith⟩
```

The same holds for y, with an integer l. In the difference of the two labels val(a) cancels, and the phase becomes

2π(val(x + a) − val(y + a))/n = 2π(val(x) − val(y))/n − 2π(k − l).

It has changed by a whole number of turns, which leaves the cosine as it was:

per(x + a, y + a) = per(x, y)

The equation `e` in the proof is this change of phase, and `Real.cos_sub_int_mul_two_pi` removes the turns.

```lean
/-- The periodic separation of two sites is unchanged when both are translated together. -/
theorem periodicSq_translate {n : ℕ} [NeZero n] (x y a : ZMod n) :
    periodicSq (x + a) (y + a) = periodicSq x y := by
  obtain ⟨k, hk⟩ := label_translate x a
  obtain ⟨l, hl⟩ := label_translate y a
  have hn : (n : ℝ) ≠ 0 := Nat.cast_ne_zero.mpr (NeZero.ne n)
  -- the phase changes by a whole number of turns
  have e : 2 * π * (((x.val : ℝ) + a.val - n * k) - (y.val + a.val - n * l)) / n
      = 2 * π * ((x.val : ℝ) - y.val) / n - ((k - l : ℤ) : ℝ) * (2 * π) := by
    push_cast
    field_simp
    ring
  unfold periodicSq
  rw [hk, hl, e, Real.cos_sub_int_mul_two_pi]
```

A useful measure of separation should also tell distinct sites apart. Both labels lie between 0 and n−1, so

−2π < 2π(val(x) − val(y))/n < 2π.

If per(x, y) = 0, the cosine equals 1, and within this interval that happens only at phase zero. The labels are then equal, and so are the sites. Conversely, for x = y the phase is zero and the measure vanishes. The bounds `h1` and `h2` are the two halves of the inequality.

```lean
/-- The periodic separation vanishes exactly when the two sites coincide. -/
theorem periodicSq_eq_zero_iff {n : ℕ} [NeZero n] (x y : ZMod n) :
    periodicSq x y = 0 ↔ x = y := by
  have hn : (0 : ℝ) < n := Nat.cast_pos.mpr (NeZero.pos n)
  have hx : (x.val : ℝ) < n := by exact_mod_cast ZMod.val_lt x
  have hy : (y.val : ℝ) < n := by exact_mod_cast ZMod.val_lt y
  have hx0 : (0 : ℝ) ≤ x.val := Nat.cast_nonneg _
  have hy0 : (0 : ℝ) ≤ y.val := Nat.cast_nonneg _
  constructor
  · intro h
    have hc : Real.cos (2 * π * ((x.val : ℝ) - y.val) / n) = 1 := by
      unfold periodicSq at h
      linarith
    -- the phase lies strictly within one turn of zero
    have h1 : -(2 * π) < 2 * π * ((x.val : ℝ) - y.val) / n := by
      rw [lt_div_iff₀ hn]
      nlinarith [mul_pos Real.pi_pos (show (0 : ℝ) < n + (x.val - y.val) by linarith)]
    have h2 : 2 * π * ((x.val : ℝ) - y.val) / n < 2 * π := by
      rw [div_lt_iff₀ hn]
      nlinarith [mul_pos Real.pi_pos (show (0 : ℝ) < n - (x.val - y.val) by linarith)]
    have h0 := (Real.cos_eq_one_iff_of_lt_of_lt h1 h2).1 hc
    have hd : (x.val : ℝ) - y.val = 0 := by
      by_contra hd
      exact (div_ne_zero (mul_ne_zero (by positivity) hd) hn.ne') h0
    have hv : x.val = y.val := by exact_mod_cast sub_eq_zero.1 hd
    exact ZMod.val_injective n hv
  · rintro rfl
    simp [periodicSq]
```

## Moving the density or moving the function

In the mean over a translated density, substitute x′ = x − a and y′ = y − a. Both run over the whole ring once, so

Σ P(x − a, y − a) f(x, y) = Σ P(x′, y′) f(x′ + a, y′ + a).

The map `Equiv.subRight a` is this substitution, applied to each sum in turn.

```lean
/-- Averaging over a translated pair density is the same as averaging the translated
pair function over the original density. -/
theorem pairMean_translate {n : ℕ} [NeZero n] (a : ZMod n) (P f : ZMod n → ZMod n → ℝ) :
    pairMean (translate a P) f = pairMean P (fun x y => f (x + a) (y + a)) := by
  unfold pairMean
  refine Fintype.sum_equiv (Equiv.subRight a) _ _ (fun x => ?_)
  refine Fintype.sum_equiv (Equiv.subRight a) _ _ (fun y => ?_)
  simp [translate]
```

For a density located at (u, v), every other term of the double sum is zero, and

⟨f⟩ = f(u, v).

The proof discards first the terms with x ≠ u and then those with y ≠ v.

```lean
/-- For particles located at `u` and `v`, the mean of a pair function is its value there. -/
theorem pairMean_pairAt {n : ℕ} [NeZero n] (u v : ZMod n) (f : ZMod n → ZMod n → ℝ) :
    pairMean (pairAt u v) f = f u v := by
  have h1 : ∀ x, x ≠ u → ∑ y, pairAt u v x y * f x y = 0 := by
    intro x hx
    simp [pairAt, hx]
  have h2 : ∀ y, y ≠ v → pairAt u v u y * f u y = 0 := by
    intro y hy
    simp [pairAt, hy]
  unfold pairMean
  rw [Finset.sum_eq_single u (fun x _ hx => h1 x hx)
      (fun h => absurd (Finset.mem_univ u) h),
    Finset.sum_eq_single v (fun y _ hy => h2 y hy)
      (fun h => absurd (Finset.mem_univ v) h)]
  simp [pairAt]
```

## The pair that crosses the seam

Move the pair (0, 1) one site backwards. On the ring, 0 − 1 is the site labelled n−1, and 1 − 1 is the site labelled 0. Therefore

raw(0 − 1, 1 − 1) = (n − 1 − 0)² = (n − 1)².

Lean writes the shifted sites as `0 + -1` and `1 + -1`, to match the translated function above.

```lean
/-- Moving the pair `(0, 1)` one site backwards gives the raw squared separation `(n - 1)²`. -/
theorem rawSq_backward {n : ℕ} [NeZero n] :
    rawSq (0 + -1 : ZMod n) (1 + -1) = ((n : ℝ) - 1) ^ 2 := by
  have hn : 1 ≤ n := NeZero.pos n
  have h : (0 + -1 : ZMod n) = ((n - 1 : ℕ) : ZMod n) := by
    rw [Nat.cast_sub hn, ZMod.natCast_self]
    simp
  unfold rawSq
  rw [h, ZMod.val_natCast_of_lt (show n - 1 < n by omega), add_neg_cancel,
    ZMod.val_zero, Nat.cast_sub hn]
  simp
```

The main theorem, `raw_mean_depends_on_origin`, assumes n ≥ 3 and makes four statements:

- the density at (0, 1) has raw mean 1;
- after a translation by −1, its raw mean is (n−1)²;
- the second value is strictly larger than the first;
- for every pair density P and every shift a, the periodic mean is unchanged.

The first follows by evaluating a located density, since val(0) = 0 and val(1) = 1. For the second, the translation is moved from the density to the function, and `rawSq_backward` gives the value at the shifted pair. For the third, n − 1 ≥ 2 gives (n−1)² ≥ 4 > 1. For the fourth, the translation is again moved from the density to the function, and the periodic measure does not change when both sites are translated together.

```lean
/-- On a ring of at least three sites, moving the pair `(0, 1)` one site backwards raises the
raw mean-square separation from `1` to `(n - 1)²`, whereas the periodic mean of every pair
density is unchanged by every translation. -/
theorem raw_mean_depends_on_origin {n : ℕ} [NeZero n] (hn : 3 ≤ n) :
    pairMean (pairAt (0 : ZMod n) 1) rawSq = 1 ∧
    pairMean (translate (-1) (pairAt (0 : ZMod n) 1)) rawSq = ((n : ℝ) - 1) ^ 2 ∧
    (1 : ℝ) < ((n : ℝ) - 1) ^ 2 ∧
    ∀ (P : ZMod n → ZMod n → ℝ) (a : ZMod n),
      pairMean (translate a P) periodicSq = pairMean P periodicSq := by
  refine ⟨?_, ?_, ?_, fun P a => ?_⟩
  · have h := ZMod.val_natCast_of_lt (show 1 < n by omega)
    rw [Nat.cast_one] at h
    rw [pairMean_pairAt]
    unfold rawSq
    rw [h, ZMod.val_zero]
    norm_num
  · rw [pairMean_translate, pairMean_pairAt]
    exact rawSq_backward
  · have h3 : (3 : ℝ) ≤ n := by exact_mod_cast hn
    nlinarith
  · have h : (fun x y : ZMod n => periodicSq (x + a) (y + a)) = periodicSq := by
      funext x y
      exact periodicSq_translate x y a
    rw [pairMean_translate, h]
```

Take n = 4. The pair (0, 1) has raw value (0 − 1)² = 1, and its translate (3, 0) has raw value (3 − 0)² = 9. The periodic values are

1 − cos(−π/2) = 1 and 1 − cos(3π/2) = 1.

The ring must have more than two sites for the strict increase. With n = 2, the pair (0, 1) moves to (1, 0), and the raw value is 1 both before and after.

The theorem concerns sites on a ring. It does not treat continuous coordinates or a three-dimensional cell.

## Recovering the ordinary squared separation

In a large cell, the periodic measure multiplied by n²/(2π²) should reproduce the familiar square for particles whose labels stay fixed. Let sinc t = sin t / t for t ≠ 0 and sinc 0 = 1, without the factor π used in signal processing. Then t sinc t = sin t for every t, and

1 − cos 2t = 2 sin² t = 2(t sinc t)².

The proof treats t = 0 separately, since there the quotient cannot be used.

```lean
/-- The half-angle identity `1 - cos 2t = 2 (t sinc t)²`. -/
theorem one_sub_cos_two_mul (t : ℝ) :
    1 - Real.cos (2 * t) = 2 * (t * Real.sinc t) ^ 2 := by
  have h : t * Real.sinc t = Real.sin t := by
    by_cases ht : t = 0
    · simp [ht]
    · rw [Real.sinc_of_ne_zero ht]
      field_simp
  rw [h, Real.cos_two_mul, Real.cos_sq']
  ring
```

Now fix two labels j and k, and let n grow. Once n exceeds both, the sites carry exactly these labels. With t = π(j − k)/n,

n²/(2π²) · (1 − cos 2t) = n²/(2π²) · 2t² sinc² t = (j − k)² sinc²(π(j − k)/n).

The argument of sinc tends to 0, sinc is continuous, and sinc 0 = 1, so the limit is (j − k)². For the neighbours in the four-site example, the scaled value is 16/(2π²) ≈ 0.81, still visibly below 1.

In Lean, `hs` is the limit of the right-hand side, and `filter_upwards` restricts the comparison to rings that contain both labels. The theorem concerns one fixed pair of labels at a time; it gives no limit for the mean over a density that spreads as the ring grows.

```lean
/-- For two fixed labels, the periodic separation multiplied by `n²/(2π²)` tends to the
ordinary squared separation as the ring grows. -/
theorem periodicSq_large_ring (j k : ℕ) :
    Tendsto (fun n : ℕ => (n : ℝ) ^ 2 / (2 * π ^ 2) * periodicSq (j : ZMod n) (k : ZMod n))
      atTop (𝓝 (((j : ℝ) - k) ^ 2)) := by
  have hs : Tendsto (fun n : ℕ => ((j : ℝ) - k) ^ 2 * Real.sinc (π * ((j : ℝ) - k) / n) ^ 2)
      atTop (𝓝 (((j : ℝ) - k) ^ 2)) := by
    have h0 := tendsto_const_div_atTop_nhds_zero_nat (π * ((j : ℝ) - k))
    have h1 := (Real.continuous_sinc.tendsto 0).comp h0
    rw [Real.sinc_zero] at h1
    have h2 := (h1.pow 2).const_mul (((j : ℝ) - k) ^ 2)
    rw [one_pow, mul_one] at h2
    exact h2
  refine hs.congr' ?_
  -- once the ring contains both labels, the two expressions agree
  filter_upwards [eventually_gt_atTop (max j k)] with n hn
  have hj : j < n := lt_of_le_of_lt (le_max_left _ _) hn
  have hk : k < n := lt_of_le_of_lt (le_max_right _ _) hn
  have hn0 : (n : ℝ) ≠ 0 := Nat.cast_ne_zero.mpr (by omega)
  have e : 2 * π * ((j : ℝ) - k) / n = 2 * (π * ((j : ℝ) - k) / n) := by ring
  unfold periodicSq
  rw [ZMod.val_natCast_of_lt hj, ZMod.val_natCast_of_lt hk, e, one_sub_cos_two_mul]
  generalize Real.sinc (π * ((j : ℝ) - k) / n) = s
  field_simp

end

end RingIntracule
```

```lean
#print axioms RingIntracule.periodicSq_eq_zero_iff
#print axioms RingIntracule.raw_mean_depends_on_origin
#print axioms RingIntracule.periodicSq_large_ring
```

```
'RingIntracule.periodicSq_eq_zero_iff' depends on axioms: [propext, Classical.choice, Quot.sound]
'RingIntracule.raw_mean_depends_on_origin' depends on axioms: [propext, Classical.choice, Quot.sound]
'RingIntracule.periodicSq_large_ring' depends on axioms: [propext, Classical.choice, Quot.sound]
```
